# For an affine residual, a Broyden update with nonzero step s lowers the squared Frobenius error of the Jacobian by exactly ‖(B − A)s‖²/‖s‖²

In a self-consistent field calculation, an input density x produces an output density, and the residual F(x), output minus input, has to be brought to zero. A Newton step would need the Jacobian of F, which is expensive to compute. One form of Broyden mixing keeps an approximate Jacobian B and corrects it after each step s, using s and the change in the residual that it produced. Does such a correction bring B closer to the true Jacobian, and by how much?

The question has an exact answer when the residual is affine, F(x) = Ax + b, so that its Jacobian is the same matrix A everywhere. For a self-consistency problem in a finite basis, this is the linearised model near a solution. The theorems below concern the matrix B in that model. They do not say that the densities converge.

## The residual and its rank-one correction

```lean
import Mathlib

open Matrix Filter

namespace BroydenMixing

noncomputable section

variable {m n : Type*} [Fintype m] [Fintype n]
```

The types `m` and `n` are finite sets of labels: `m` numbers the components of the residual and `n` those of the unknown x. A matrix of type `Matrix m n ℝ` is real, with rows labelled by `m` and columns by `n`. In density mixing the two sets coincide, but nothing here requires a square matrix.

```lean
/-- The squared Euclidean norm of a real vector. -/
def sqNorm (v : n → ℝ) : ℝ := v ⬝ᵥ v
```

The symbol `⬝ᵥ` is the dot product, so `sqNorm v` is the sum of squares

‖v‖² = Σ_j v_j².

```lean
/-- The squared Frobenius norm of a matrix: the sum of the squared norms of its rows. -/
def frobSq (M : Matrix m n ℝ) : ℝ := ∑ i, sqNorm (M i)
```

`M i` is row i of the matrix M. Summing the squared norms of the rows gives the squared Frobenius norm,

‖M‖² = Σ_i Σ_j M_ij².

In the prose, ‖·‖² means `sqNorm` for a vector and `frobSq` for a matrix.

```lean
/-- The affine residual `F(x) = A x + b`. -/
def affineResidual (A : Matrix m n ℝ) (b : m → ℝ) (x : n → ℝ) : m → ℝ := A *ᵥ x + b
```

This is F(x) = Ax + b, where `*ᵥ` multiplies a matrix by a vector. The constant b will cancel from every residual difference.

```lean
/-- Broyden's update of the approximate Jacobian `B` after a step `s ≠ 0` along which the
residual changed by `y`. -/
def broyden (B : Matrix m n ℝ) (s : n → ℝ) (y : m → ℝ) : Matrix m n ℝ :=
  B + (sqNorm s)⁻¹ • vecMulVec (y - B *ᵥ s) s
```

Here y is the measured change of the residual along s. The expression `vecMulVec (y - B *ᵥ s) s` is the outer product (y − Bs)sᵀ, so the updated matrix B′ is

B′ = B + (y − Bs)sᵀ/‖s‖².

The vector y − Bs is what B failed to predict. A code may store the inverse of B instead and update it by the Sherman–Morrison formula; as long as the inverses exist, this is the same method. Broyden's second method, which exchanges the roles of s and y and applies the correction to an approximate inverse, is a different update and is not treated here. The definition accepts any s, and for s = 0 Lean's convention 0⁻¹ = 0 leaves B unchanged.

A natural but wrong way to write this definition in Lean is to put `‖s‖ ^ 2` in place of `sqNorm s`. For a vector of type `n → ℝ`, Mathlib's default norm is the largest absolute component, not the Euclidean length. With s = (1, 1) the denominator would be 1 instead of 2, and the correction would be twice too large.

```lean
/-- A squared norm is nonnegative. -/
theorem sqNorm_nonneg (v : n → ℝ) : 0 ≤ sqNorm v :=
  Finset.sum_nonneg fun i _ => mul_self_nonneg (v i)
```

A sum of squares is nonnegative. The proof says so term by term.

```lean
/-- A nonzero step has positive squared norm. -/
theorem sqNorm_pos {s : n → ℝ} (hs : s ≠ 0) : 0 < sqNorm s :=
  lt_of_le_of_ne (sqNorm_nonneg s) (Ne.symm fun h => hs (dotProduct_self_eq_zero.mp h))
```

If s ≠ 0, then ‖s‖² > 0. The argument `hs : s ≠ 0` is a hypothesis that anyone applying the theorem must supply. The proof combines nonnegativity with the fact that only the zero vector has zero dot product with itself.

```lean
omit [Fintype m] in
/-- Along a step `s` the affine residual changes by `A s`. -/
theorem affineResidual_sub (A : Matrix m n ℝ) (b : m → ℝ) (x s : n → ℝ) :
    affineResidual A b (x + s) - affineResidual A b x = A *ᵥ s := by
  simp only [affineResidual, Matrix.mulVec_add]
  abel
```

By hand,

F(x + s) − F(x) = A(x + s) + b − Ax − b = As.

`Matrix.mulVec_add` distributes A over x + s, and `abel` carries out the cancellation. The measured change therefore gives the action of A on s, without A itself being known.

## What the update does to each row

```lean
omit [Fintype m] in
/-- Broyden's update changes each row of the approximate Jacobian by a multiple of the step. -/
theorem sub_broyden_row (B : Matrix m n ℝ) (s : n → ℝ) (y : m → ℝ) (i : m) :
    (B - broyden B s y) i = (((B *ᵥ s) i - y i) / sqNorm s) • s := by
  funext j
  change B i j - (B i j + (sqNorm s)⁻¹ * ((y i - (B *ᵥ s) i) * s j))
    = ((B *ᵥ s) i - y i) / sqNorm s * s j
  ring
```

Row i of B − B′ is a multiple of the step:

(row i of B − B′) = c_i s, with c_i = ((Bs)_i − y_i)/‖s‖².

To see this, subtract the entries B′_ij = B_ij + (y_i − (Bs)_i)s_j/‖s‖² from B_ij. In the proof, `funext j` reduces equality of rows to equality of entries, `change` writes the entries out, and `ring` does the algebra.

```lean
omit [Fintype m] in
/-- The secant equation: for a step `s ≠ 0`, the updated matrix sends `s` to `y`. -/
theorem broyden_secant (B : Matrix m n ℝ) {s : n → ℝ} (y : m → ℝ) (hs : s ≠ 0) :
    broyden B s y *ᵥ s = y := by
  funext i
  have hq : (sqNorm s)⁻¹ * sqNorm s = 1 := inv_mul_cancel₀ (sqNorm_pos hs).ne'
  have hsum : (broyden B s y *ᵥ s) i
      = (B *ᵥ s) i + (sqNorm s)⁻¹ * (y i - (B *ᵥ s) i) * sqNorm s := by
    change ∑ j, (B i j + (sqNorm s)⁻¹ * ((y i - (B *ᵥ s) i) * s j)) * s j
      = ∑ j, B i j * s j + (sqNorm s)⁻¹ * (y i - (B *ᵥ s) i) * ∑ j, s j * s j
    rw [Finset.mul_sum, ← Finset.sum_add_distrib]
    refine Finset.sum_congr rfl fun j _ => ?_
    ring
  rw [hsum]
  linear_combination (y i - (B *ᵥ s) i) * hq
```

This is the secant equation B′s = y: the corrected matrix reproduces the residual change just measured. For component i,

(B′s)_i = (Bs)_i + (y_i − (Bs)_i)(Σ_j s_j²)/‖s‖² = (Bs)_i + y_i − (Bs)_i = y_i.

The intermediate result `hsum` is the first equality, obtained by pulling the factor that does not depend on j out of the sum. `hq` states that ‖s‖²/‖s‖² = 1, and `linear_combination` uses it to finish. Since y is arbitrary here, the condition s ≠ 0 is needed: a zero step would give B′s = 0 whatever y was.

## A right angle at the updated matrix

```lean
/-- For every matrix `C` obeying the same secant equation, the squared distance from `B` to `C`
is the sum of those from `B` to the update and from the update to `C`. -/
theorem broyden_pythagoras (B C : Matrix m n ℝ) {s : n → ℝ} {y : m → ℝ} (hs : s ≠ 0)
    (hC : C *ᵥ s = y) :
    frobSq (B - C) = frobSq (B - broyden B s y) + frobSq (broyden B s y - C) := by
  -- the rows of `B' - C` are orthogonal to the step
  have hv : ∀ i, (broyden B s y - C) i ⬝ᵥ s = 0 := fun i => by
    have h := congrFun (Matrix.sub_mulVec (broyden B s y) C s) i
    rw [broyden_secant B y hs, hC, sub_self] at h
    exact h
  have hv' : ∀ i, s ⬝ᵥ (broyden B s y - C) i = 0 := fun i => by
    rw [dotProduct_comm]
    exact hv i
  unfold frobSq
  rw [← Finset.sum_add_distrib]
  refine Finset.sum_congr rfl fun i _ => ?_
  have split : (B - C) i = (B - broyden B s y) i + (broyden B s y - C) i := by
    funext j
    change B i j - C i j = (B i j - broyden B s y i j) + (broyden B s y i j - C i j)
    ring
  rw [split, sub_broyden_row]
  simp only [sqNorm, add_dotProduct, dotProduct_add, smul_dotProduct, dotProduct_smul,
    smul_eq_mul, hv, hv']
  ring
```

Let C be any matrix that also satisfies Cs = y. The theorem states

‖B − C‖² = ‖B − B′‖² + ‖B′ − C‖².

This is Pythagoras' theorem for the triangle with corners B, B′ and C, with the right angle at B′. Both B′ and C send s to y, so

(B′ − C)s = y − y = 0,

which says that every row of B′ − C is orthogonal to s. Write d_i for row i of B′ − C. Row i of B − C is then c_i s + d_i, and

‖c_i s + d_i‖² = ‖c_i s‖² + 2c_i (s · d_i) + ‖d_i‖² = ‖c_i s‖² + ‖d_i‖².

Summing over i gives the claim.

The Lean proof takes the same route. `hv` and `hv'` are the orthogonality, written in both orders of the dot product. `split` decomposes the row, and `sub_broyden_row` replaces its first part by c_i s. The `simp only` line expands the dot products and removes the cross terms.

```lean
/-- On an affine residual, Broyden's update is exact along the step, and its squared Frobenius
error to the true Jacobian `A` is lowered by exactly `‖(B - A) s‖² / ‖s‖²`. -/
theorem broyden_error_drop (A B : Matrix m n ℝ) (b : m → ℝ) (x : n → ℝ) {s : n → ℝ}
    (hs : s ≠ 0) :
    broyden B s (affineResidual A b (x + s) - affineResidual A b x) *ᵥ s = A *ᵥ s ∧
    frobSq (broyden B s (affineResidual A b (x + s) - affineResidual A b x) - A)
      = frobSq (B - A) - sqNorm ((B - A) *ᵥ s) / sqNorm s := by
  rw [affineResidual_sub]
  refine ⟨broyden_secant B _ hs, ?_⟩
  have hP := broyden_pythagoras B A hs rfl
  -- the squared size of the correction
  have hD : frobSq (B - broyden B s (A *ᵥ s)) = sqNorm ((B - A) *ᵥ s) / sqNorm s := by
    have hq : s ⬝ᵥ s ≠ 0 := (sqNorm_pos hs).ne'
    rw [Matrix.sub_mulVec]
    change ∑ i, sqNorm ((B - broyden B s (A *ᵥ s)) i)
      = (∑ i, ((B *ᵥ s) i - (A *ᵥ s) i) * ((B *ᵥ s) i - (A *ᵥ s) i)) / sqNorm s
    rw [Finset.sum_div]
    refine Finset.sum_congr rfl fun i _ => ?_
    rw [sub_broyden_row]
    simp only [sqNorm, smul_dotProduct, dotProduct_smul, smul_eq_mul]
    rw [div_mul_cancel₀ _ hq]
    ring
  linarith
```

This is the main theorem. The symbol `∧` means "and", so there are two conclusions. With y = F(x + s) − F(x) and s ≠ 0,

B′s = As,

‖B′ − A‖² = ‖B − A‖² − ‖(B − A)s‖²/‖s‖².

The vector (B − A)s is the predicted minus the actual change of the residual. The update therefore never increases the Frobenius error, and it leaves the error unchanged exactly when the prediction along s was already right.

For the derivation, first replace y by As. The first conclusion is then the secant equation. For the second, A itself satisfies the condition on C, so

‖B − A‖² = ‖B − B′‖² + ‖B′ − A‖².

It remains to evaluate the size of the correction. Its rows are c_i s, now with c_i = ((Bs)_i − (As)_i)/‖s‖², hence

‖B − B′‖² = Σ_i c_i² ‖s‖² = Σ_i ((Bs)_i − (As)_i)²/‖s‖² = ‖(B − A)s‖²/‖s‖².

Substituting this and rearranging gives the result. In the proof, `hP` is the Pythagorean identity and `hD` is the evaluation of the correction. The final `linarith` does the rearrangement.

## Runs of many steps

```lean
/-- In a run of `N` nonzero steps with Broyden updates on an affine residual, `ε` times the number
of steps with `‖(B - A) s‖² ≥ ε ‖s‖²`, plus the final squared error, is at most the initial squared
error. -/
theorem broyden_count_bad_steps (A : Matrix m n ℝ) (b : m → ℝ) (x : ℕ → n → ℝ)
    (B : ℕ → Matrix m n ℝ) (ε : ℝ) (N : ℕ) (hx : ∀ k < N, x (k + 1) - x k ≠ 0)
    (hB : ∀ k < N, B (k + 1) = broyden (B k) (x (k + 1) - x k)
      (affineResidual A b (x (k + 1)) - affineResidual A b (x k))) :
    ε * (((Finset.range N).filter fun k => ε * sqNorm (x (k + 1) - x k)
      ≤ sqNorm ((B k - A) *ᵥ (x (k + 1) - x k))).card : ℝ) + frobSq (B N - A)
      ≤ frobSq (B 0 - A) := by
  induction N with
  | zero => simp
  | succ N ih =>
    have ih' := ih (fun k hk => hx k (by omega)) (fun k hk => hB k (by omega))
    have hpos := sqNorm_pos (hx N (by omega))
    have h := (broyden_error_drop A (B N) b (x N) (hx N (by omega))).2
    rw [add_sub_cancel, ← hB N (by omega)] at h
    rw [Finset.range_add_one, Finset.filter_insert]
    split_ifs with hbad
    · -- a bad step lowers the squared error by at least `ε`
      have hdrop := (le_div_iff₀ hpos).mpr hbad
      rw [Finset.card_insert_of_notMem (by simp)]
      push_cast
      linarith
    · have hdrop := div_nonneg (sqNorm_nonneg ((B N - A) *ᵥ (x (N + 1) - x N))) hpos.le
      linarith
```

Now `x` and `B` are sequences: x_k is the k-th input and B_k the k-th approximate Jacobian. Write s_k = x_(k+1) − x_k. The hypothesis `hx` says that s_k ≠ 0 for all k < N, and `hB` says that each B_(k+1) is the Broyden update of B_k. Nothing is assumed about how the steps are chosen, so they may be damped or limited by a trust radius.

Call step k bad if ‖(B_k − A)s_k‖² ≥ ε‖s_k‖². The `filter` expression collects the bad steps among k = 0, …, N − 1, and `card` counts them. The theorem states

ε · (number of bad steps) + ‖B_N − A‖² ≤ ‖B_0 − A‖².

For ε > 0, the number of bad steps is therefore at most ‖B_0 − A‖²/ε, however long the run is.

The proof is by induction on N. For N = 0 there are no steps, and the two sides are equal. When step N is added, the main theorem gives

‖B_(N+1) − A‖² = ‖B_N − A‖² − ‖(B_N − A)s_N‖²/‖s_N‖².

If the step is bad, the count rises by one, which adds ε to the left side, while the squared error falls by at least ε. If it is not bad, the count stays the same and the squared error does not rise. In both cases the inequality survives. `split_ifs` separates the two cases, and `linarith` combines the inequalities in each.

```lean
/-- In an infinite run of nonzero steps with Broyden updates on an affine residual, for every `ε >
0` all sufficiently late steps satisfy `‖(B - A) s‖² < ε ‖s‖²`. -/
theorem broyden_eventually_accurate (A : Matrix m n ℝ) (b : m → ℝ) (x : ℕ → n → ℝ)
    (B : ℕ → Matrix m n ℝ) (hx : ∀ k, x (k + 1) - x k ≠ 0)
    (hB : ∀ k, B (k + 1) = broyden (B k) (x (k + 1) - x k)
      (affineResidual A b (x (k + 1)) - affineResidual A b (x k))) {ε : ℝ} (hε : 0 < ε) :
    ∀ᶠ k in atTop, sqNorm ((B k - A) *ᵥ (x (k + 1) - x k))
      < ε * sqNorm (x (k + 1) - x k) := by
  have step : ∀ k, frobSq (B (k + 1) - A) = frobSq (B k - A)
      - sqNorm ((B k - A) *ᵥ (x (k + 1) - x k)) / sqNorm (x (k + 1) - x k) := fun k => by
    have h := (broyden_error_drop A (B k) b (x k) (hx k)).2
    rw [add_sub_cancel, ← hB k] at h
    exact h
  -- the squared error never increases and is bounded below, so its decrements tend to 0
  have hanti : Antitone fun k => frobSq (B k - A) := antitone_nat_of_succ_le fun k => by
    have := div_nonneg (sqNorm_nonneg ((B k - A) *ᵥ (x (k + 1) - x k))) (sqNorm_pos (hx k)).le
    linarith [step k]
  have hbdd : BddBelow (Set.range fun k => frobSq (B k - A)) := by
    refine ⟨0, ?_⟩
    rintro _ ⟨k, rfl⟩
    exact Finset.sum_nonneg fun i _ => sqNorm_nonneg _
  have hlim := tendsto_atTop_ciInf hanti hbdd
  have hdiff := hlim.sub (hlim.comp (tendsto_add_atTop_nat 1))
  rw [sub_self] at hdiff
  filter_upwards [hdiff.eventually_lt_const hε] with k hk
  have hk' : frobSq (B k - A) - frobSq (B (k + 1) - A) < ε := hk
  exact (div_lt_iff₀ (sqNorm_pos (hx k))).mp (by linarith [step k])

end

end BroydenMixing
```

Here the run is infinite and every step is nonzero. A calculation that reaches its solution and stops is described by the finite theorem instead. The phrase `∀ᶠ k in atTop` means "for all sufficiently large k". For every ε > 0, all sufficiently late steps satisfy

‖(B_k − A)s_k‖² < ε‖s_k‖².

In this affine model, the error in the predicted residual change thus becomes small compared with the length of the step.

By hand, set E_k = ‖B_k − A‖². The main theorem gives

E_k − E_(k+1) = ‖(B_k − A)s_k‖²/‖s_k‖² ≥ 0.

The sequence E_k is nonincreasing and bounded below by 0, so it converges. Then E_k and E_(k+1) have the same limit, and their difference tends to 0. From some k on it is below ε, and multiplying by ‖s_k‖² > 0 gives the claim.

In the Lean proof, `step` is the formula for the decrease, `hanti` the monotonicity and `hbdd` the lower bound. `hlim` is the convergence of E_k, and `hdiff` says that the differences tend to 0. `filter_upwards` then passes to a late k, where the last line clears the denominator.

The conclusion concerns only the directions in which steps are taken; it does not say that B_k approaches A. If every step points along the first coordinate axis, the updates change only the first column of B, and any error in the other columns stays as it was.

```lean
#print axioms BroydenMixing.broyden_error_drop
#print axioms BroydenMixing.broyden_count_bad_steps
#print axioms BroydenMixing.broyden_eventually_accurate
```

```
'BroydenMixing.broyden_error_drop' depends on axioms: [propext, Classical.choice, Quot.sound]
'BroydenMixing.broyden_count_bad_steps' depends on axioms: [propext, Classical.choice, Quot.sound]
'BroydenMixing.broyden_eventually_accurate' depends on axioms: [propext, Classical.choice, Quot.sound]
```
